# The radial Hardy inequality in $d\ge 3$ dimensions, with its optimal constant

Squeezing a particle towards the origin lowers its potential energy in an attraction $-g/r^2$ but raises its kinetic energy. Squeezing a state by a factor $\lambda$ multiplies both energy terms by $\lambda^2$, so scaling alone cannot say which one wins. For real, continuously differentiable radial functions on $[0,R]$ that vanish at $R$, the comparison comes down to the constant $(d-2)^2/4$.

In Lean 4 with Mathlib:

```lean
import Mathlib

open Set MeasureTheory

namespace RadialHardyHigherDim

noncomputable section
```

The wall at $r=R$ is hard. A trial function is a pair `u`, `u'`, where `u'` is the continuous derivative of `u` on the closed interval, one-sided at the ends. No condition is imposed on $u(0)$.

```lean
/-- A continuously differentiable radial function `u` on `[0, R]` with derivative `u'`,
vanishing at the wall `r = R`. -/
structure IsRadialTrial (R : ℝ) (u u' : ℝ → ℝ) : Prop where
  deriv : ∀ r ∈ Icc 0 R, HasDerivWithinAt u (u' r) (Icc 0 R) r
  cont : ContinuousOn u' (Icc 0 R)
  wall : u R = 0
```

Write $T=\int_0^R r^{d-1}u'^2\,dr$ for the gradient integral, without the angular factor and the $\tfrac12$ of the kinetic energy.

```lean
/-- The radial gradient integral `∫ r^(d-1) u'^2` in `d` dimensions. -/
def kinetic (d : ℕ) (R : ℝ) (u' : ℝ → ℝ) : ℝ :=
  ∫ r in (0 : ℝ)..R, r ^ (d - 1) * u' r ^ 2
```

Write $I=\int_0^R r^{d-3}u^2\,dr$ for the inverse-square integral. Since $d\ge3$, the natural-number exponents are ordinary subtractions.

```lean
/-- The integral `∫ r^(d-3) u^2` of the inverse-square potential in `d` dimensions. -/
def inverseSquare (d : ℕ) (R : ℝ) (u : ℝ → ℝ) : ℝ :=
  ∫ r in (0 : ℝ)..R, r ^ (d - 3) * u r ^ 2
```

Put $n=d-3$ and $a=(d-2)/2=(n+1)/2$. For $\varepsilon>0$, parts (c) to (e) use $w(r)=(r+\varepsilon)^{-a}$, written as an exponential of a logarithm.

```lean
/-- The regularised power `(r + ε)^(-(n+1)/2)`. -/
def profile (n : ℕ) (ε r : ℝ) : ℝ :=
  Real.exp (-(((n : ℝ) + 1) / 2) * Real.log (r + ε))
```

## (a) An exact remainder

**Task.** Show that $T-a^2I=\int_0^R r^{d-3}(ru'+au)^2\,dr$.

**Solution.** The function $r^{d-2}u^2$ vanishes at $0$ through its power and at $R$ through the wall. Integrating its derivative gives
$$0=\int_0^R\left(2a\,r^{d-3}u^2+2r^{d-2}uu'\right)dr,$$
so $2a\int_0^R r^{d-2}uu'\,dr=-2a^2I$. Expanding the square gives
$$\int_0^R r^{d-3}(ru'+au)^2dr=T+2a\int_0^R r^{d-2}uu'\,dr+a^2I=T-a^2I.$$

**Numerical instance.** Take $d=3$, $R=1$, $u=1-r$. Then $T=I=\tfrac13$ and $a=\tfrac12$, so the left side is $\tfrac13-\tfrac1{12}=\tfrac14$. The right side is $\tfrac14\int_0^1(1-3r)^2dr=\tfrac14$.

In the code, `flux` is the vanishing integral and `hsq` the expanded square.

```lean
/-- The difference between the two sides of the radial Hardy inequality is the integral of
a weighted square. -/
theorem hardy_remainder {d : ℕ} (hd : 3 ≤ d) {R : ℝ} (hR : 0 ≤ R) {u u' : ℝ → ℝ}
    (h : IsRadialTrial R u u') :
    kinetic d R u' - ((d : ℝ) - 2) ^ 2 / 4 * inverseSquare d R u =
      ∫ r in (0 : ℝ)..R, r ^ (d - 3) * (r * u' r + ((d : ℝ) - 2) / 2 * u r) ^ 2 := by
  obtain ⟨n, rfl⟩ : ∃ n, d = n + 3 := ⟨d - 3, by omega⟩
  have e1 : n + 3 - 1 = n + 2 := by omega
  have e2 : n + 3 - 3 = n := by omega
  have e3 : ((n + 3 : ℕ) : ℝ) - 2 = n + 1 := by push_cast; ring
  simp only [kinetic, inverseSquare, e1, e2, e3]
  have hu : ContinuousOn u (Icc 0 R) := fun r hr => (h.deriv r hr).continuousWithinAt
  have hu' := h.cont
  have I : ∀ f : ℝ → ℝ, ContinuousOn f (Icc 0 R) → IntervalIntegrable f volume 0 R :=
    fun f hf => hf.intervalIntegrable_of_Icc hR
  -- the boundary terms of r^(n+1) u^2 vanish at both ends
  have flux : ∫ r in (0 : ℝ)..R,
      (((n : ℝ) + 1) * r ^ n * u r ^ 2 + r ^ (n + 1) * (2 * u r * u' r)) = 0 := by
    rw [intervalIntegral.integral_eq_sub_of_hasDerivAt_of_le
      (f := fun r => r ^ (n + 1) * u r ^ 2) hR (by fun_prop) ?_ (I _ (by fun_prop))]
    · simp [h.wall]
    · intro r hr
      have hd := (h.deriv r ⟨hr.1.le, hr.2.le⟩).hasDerivAt (Icc_mem_nhds hr.1 hr.2)
      have H := (hasDerivAt_pow (n + 1) r).fun_mul (hd.fun_pow 2)
      exact H.congr_deriv (by simp)
  -- complete the square
  have hsq : ∀ r : ℝ, r ^ n * (r * u' r + ((n : ℝ) + 1) / 2 * u r) ^ 2 =
      (r ^ (n + 2) * u' r ^ 2 - ((n : ℝ) + 1) ^ 2 / 4 * (r ^ n * u r ^ 2)) +
      ((n : ℝ) + 1) / 2 *
        (((n : ℝ) + 1) * r ^ n * u r ^ 2 + r ^ (n + 1) * (2 * u r * u' r)) := by
    intro r; ring
  simp_rw [hsq]
  rw [intervalIntegral.integral_add (I _ (by fun_prop)) (I _ (by fun_prop)),
    intervalIntegral.integral_sub (I _ (by fun_prop)) (I _ (by fun_prop)),
    intervalIntegral.integral_const_mul, intervalIntegral.integral_const_mul, flux]
  ring
```

## (b) The inequality

**Task.** Deduce $T\ge\frac{(d-2)^2}{4}I$.

**Solution.** The remainder in (a) has a nonnegative integrand. Nonradial functions, which the general Hardy inequality also covers, are not treated.

```lean
/-- Radial Hardy inequality in `d ≥ 3` dimensions: the gradient integral is at least
`(d-2)^2/4` times the inverse-square integral. -/
theorem radial_hardy {d : ℕ} (hd : 3 ≤ d) {R : ℝ} (hR : 0 ≤ R) {u u' : ℝ → ℝ}
    (h : IsRadialTrial R u u') :
    ((d : ℝ) - 2) ^ 2 / 4 * inverseSquare d R u ≤ kinetic d R u' := by
  have key := hardy_remainder hd hR h
  have pos : 0 ≤ ∫ r in (0 : ℝ)..R,
      r ^ (d - 3) * (r * u' r + ((d : ℝ) - 2) / 2 * u r) ^ 2 :=
    intervalIntegral.integral_nonneg hR fun r hr =>
      mul_nonneg (pow_nonneg hr.1 _) (sq_nonneg _)
  linarith
```

## (c) The square of the regularised power

**Task.** Show that $w^2=1/(r+\varepsilon)^{n+1}$ when $r+\varepsilon>0$.

**Solution.** Squaring doubles the exponent $-a$ to $-(n+1)$. The proof does this with exponentials of logarithms.

```lean
/-- The square of the regularised power is `1/(r + ε)^(n+1)`. -/
theorem profile_sq (n : ℕ) {ε r : ℝ} (h : 0 < r + ε) :
    profile n ε r ^ 2 = 1 / (r + ε) ^ (n + 1) := by
  have hp : (r + ε) ^ (n + 1) = Real.exp (((n : ℝ) + 1) * Real.log (r + ε)) := by
    have := Real.exp_nat_mul (Real.log (r + ε)) (n + 1)
    rw [Real.exp_log h] at this
    push_cast at this
    exact this.symm
  rw [eq_div_iff (by positivity), hp, profile, sq, ← Real.exp_add, ← Real.exp_add,
    Real.exp_eq_one_iff]
  ring
```

## (d) A logarithmic lower bound

**Task.** For $r\ge0$ and $\varepsilon>0$, show that
$$r^nw^2\ge\frac1{r+\varepsilon}-\frac{n\varepsilon}{(r+\varepsilon)^2}.$$

**Solution.** Let $x=\varepsilon/(r+\varepsilon)\le1$. Bernoulli's inequality gives $(r/(r+\varepsilon))^n=(1-x)^n\ge1-nx$. Divide by $r+\varepsilon$ and use (c).

```lean
/-- A lower bound on the inverse-square density of the regularised power. -/
theorem profile_density (n : ℕ) {ε r : ℝ} (hε : 0 < ε) (hr : 0 ≤ r) :
    1 / (r + ε) - n * ε / (r + ε) ^ 2 ≤ r ^ n * profile n ε r ^ 2 := by
  have hs : 0 < r + ε := by linarith
  have hq : ε / (r + ε) ≤ 1 := by rw [div_le_one hs]; linarith
  have hb := one_add_mul_le_pow (show (-2 : ℝ) ≤ -(ε / (r + ε)) by linarith) n
  have he : 1 + -(ε / (r + ε)) = r / (r + ε) := by
    field_simp
    ring
  rw [he] at hb
  rw [profile_sq n hs]
  calc 1 / (r + ε) - n * ε / (r + ε) ^ 2
      = (1 + n * -(ε / (r + ε))) / (r + ε) := by
        generalize r + ε = s
        ring
    _ ≤ (r / (r + ε)) ^ n / (r + ε) := div_le_div_of_nonneg_right hb hs.le
    _ = r ^ n * (1 / (r + ε) ^ (n + 1)) := by
      rw [div_pow, pow_succ, div_div, mul_one_div]
```

## (e) No larger constant works

**Task.** Given $R>0$ and $K>a^2$, find a trial function with $T<KI$.

**Solution.** Take $u=w-c$ with $c=w(R)$, and set $\delta=(K-a^2)/2$, $B=K^2/\delta$. Completing a square gives
$$K(w-c)^2-(K-\delta)w^2+Bc^2=\frac{(\delta w-Kc)^2}{\delta}+Kc^2\ge0.$$
Since $u'=-aw/(r+\varepsilon)$, also $r^{n+2}u'^2\le a^2r^nw^2$. By (c), $r^nc^2\le1/R$. As $K-\delta-a^2=\delta$, these bounds and (d) give
$$Kr^nu^2-r^{n+2}u'^2\ge\delta\left(\frac1{r+\varepsilon}-\frac{n\varepsilon}{(r+\varepsilon)^2}\right)-\frac BR.$$
The bracket is the derivative of $\log(r+\varepsilon)+n\varepsilon/(r+\varepsilon)$, so
$$KI-T\ge\delta\left(\log\frac{R+\varepsilon}{\varepsilon}+\frac{n\varepsilon}{R+\varepsilon}-n\right)-B.$$
With $\varepsilon=Re^{-(B/\delta+1+n)}$ the right side is at least $\delta>0$.

In the code, `hsplit` is the completed square, `mono` integrates the pointwise bound, and `ftc` evaluates its lower side.

```lean
/-- The Hardy constant is optimal: for every larger constant `K` some radial trial function
on `[0, R]` violates the inequality. -/
theorem hardy_sharp {d : ℕ} (hd : 3 ≤ d) {R : ℝ} (hR : 0 < R) {K : ℝ}
    (hK : ((d : ℝ) - 2) ^ 2 / 4 < K) :
    ∃ u u', IsRadialTrial R u u' ∧ kinetic d R u' < K * inverseSquare d R u := by
  obtain ⟨n, rfl⟩ : ∃ n, d = n + 3 := ⟨d - 3, by omega⟩
  have e1 : n + 3 - 1 = n + 2 := by omega
  have e2 : n + 3 - 3 = n := by omega
  have e3 : ((n + 3 : ℕ) : ℝ) - 2 = n + 1 := by push_cast; ring
  rw [e3] at hK
  simp only [kinetic, inverseSquare, e1, e2]
  have hK0 : 0 < K := lt_of_le_of_lt (by positivity) hK
  obtain ⟨δ, hδ, hA⟩ : ∃ δ : ℝ, 0 < δ ∧ (((n : ℝ) + 1) / 2) ^ 2 = K - 2 * δ :=
    ⟨(K - ((n : ℝ) + 1) ^ 2 / 4) / 2, by linarith, by ring⟩
  -- subtracting the wall value c costs at most δ W^2 plus a multiple of c^2
  obtain ⟨B, hB, hsplit⟩ : ∃ B : ℝ, 0 ≤ B ∧
      ∀ W c : ℝ, (K - δ) * W ^ 2 - B * c ^ 2 ≤ K * (W - c) ^ 2 := by
    refine ⟨K ^ 2 / δ, by positivity, fun W c => ?_⟩
    have e : K * (W - c) ^ 2 - ((K - δ) * W ^ 2 - K ^ 2 / δ * c ^ 2) =
        (δ * W - K * c) ^ 2 / δ + K * c ^ 2 := by
      field_simp
      ring
    have : 0 ≤ (δ * W - K * c) ^ 2 / δ + K * c ^ 2 := by positivity
    linarith
  obtain ⟨ε, hε, hlog⟩ : ∃ ε : ℝ, 0 < ε ∧ Real.log ε = Real.log R - (B / δ + 1 + n) :=
    ⟨_, Real.exp_pos _, Real.log_exp _⟩
  have hw : ∀ r ∈ Icc 0 R, HasDerivAt (profile n ε)
      (-(((n : ℝ) + 1) / 2) / (r + ε) * profile n ε r) r := by
    intro r hr
    have hs : r + ε ≠ 0 := by linarith [hr.1]
    have H := ((((hasDerivAt_id' r).add_const ε).log hs).const_mul
      (-(((n : ℝ) + 1) / 2))).exp
    exact H.congr_deriv (by unfold profile; ring)
  have hwc : ContinuousOn (profile n ε) (Icc 0 R) :=
    fun r hr => (hw r hr).continuousAt.continuousWithinAt
  have hic : ContinuousOn (fun r : ℝ => -(((n : ℝ) + 1) / 2) / (r + ε)) (Icc 0 R) :=
    continuousOn_const.div (by fun_prop) fun r hr => by linarith [hr.1]
  have hvc := hic.mul hwc
  have I : ∀ f : ℝ → ℝ, ContinuousOn f (Icc 0 R) → IntervalIntegrable f volume 0 R :=
    fun f hf => hf.intervalIntegrable_of_Icc hR.le
  refine ⟨fun r => profile n ε r - profile n ε R,
    fun r => -(((n : ℝ) + 1) / 2) / (r + ε) * profile n ε r,
    ⟨fun r hr => ((hw r hr).sub_const _).hasDerivWithinAt, hvc, sub_self _⟩, ?_⟩
  have i1 := I (fun r => K * (r ^ n * (profile n ε r - profile n ε R) ^ 2)) (by fun_prop)
  have i2 := I (fun r => r ^ (n + 2) *
    (-(((n : ℝ) + 1) / 2) / (r + ε) * profile n ε r) ^ 2)
    ((continuousOn_id.pow (n + 2)).mul (hvc.pow 2))
  have hgc : ContinuousOn
      (fun r : ℝ => δ * (1 / (r + ε) - n * ε / (r + ε) ^ 2) - B / R) (Icc 0 R) := by
    refine (continuousOn_const.mul (ContinuousOn.sub ?_ ?_)).sub continuousOn_const
    · exact continuousOn_const.div (by fun_prop) fun r hr => by linarith [hr.1]
    · exact continuousOn_const.div (by fun_prop) fun r hr =>
        pow_ne_zero 2 (by linarith [hr.1])
  -- pointwise comparison with an explicit derivative
  have mono := intervalIntegral.integral_mono_on hR.le (I _ hgc) (i1.sub i2) (by
    intro r hr
    have hr0 := hr.1
    have hs : 0 < r + ε := by linarith
    have hrn : 0 ≤ r ^ n := pow_nonneg hr0 n
    have hq : (r / (r + ε)) ^ 2 ≤ 1 :=
      pow_le_one₀ (by positivity) (by rw [div_le_one hs]; linarith)
    have h1 := mul_le_mul_of_nonneg_left hq (show
      0 ≤ (((n : ℝ) + 1) / 2) ^ 2 * (r ^ n * profile n ε r ^ 2) by positivity)
    have h1' : r ^ (n + 2) * (-(((n : ℝ) + 1) / 2) / (r + ε) * profile n ε r) ^ 2 =
      (((n : ℝ) + 1) / 2) ^ 2 * (r ^ n * profile n ε r ^ 2) * (r / (r + ε)) ^ 2 := by ring
    have h2 : r ^ n * profile n ε R ^ 2 ≤ 1 / R := by
      rw [profile_sq n (by linarith)]
      calc r ^ n * (1 / (R + ε) ^ (n + 1)) ≤ R ^ n * (1 / R ^ (n + 1)) :=
            mul_le_mul (pow_le_pow_left₀ hr0 hr.2 n)
              (one_div_le_one_div_of_le (by positivity)
                (pow_le_pow_left₀ hR.le (by linarith) _)) (by positivity) (by positivity)
        _ = 1 / R := by rw [pow_succ]; field_simp
    have m2 := mul_le_mul_of_nonneg_left h2 hB
    have m3 := mul_le_mul_of_nonneg_left (hsplit (profile n ε r) (profile n ε R)) hrn
    have m4 := mul_le_mul_of_nonneg_left (profile_density n hε hr0) hδ.le
    rw [hA] at h1 h1'
    rw [mul_one_div] at m2
    change _ ≤ K * (r ^ n * (profile n ε r - profile n ε R) ^ 2) -
      r ^ (n + 2) * (-(((n : ℝ) + 1) / 2) / (r + ε) * profile n ε r) ^ 2
    rw [h1']
    linarith)
  have ftc := intervalIntegral.integral_eq_sub_of_hasDerivAt
    (f := fun r => δ * (Real.log (r + ε) + n * ε / (r + ε)) - B / R * r)
    (f' := fun r => δ * (1 / (r + ε) - n * ε / (r + ε) ^ 2) - B / R)
    (a := 0) (b := R) (by
      intro r hr
      rw [uIcc_of_le hR.le] at hr
      have hs : r + ε ≠ 0 := by linarith [hr.1]
      have ha := (hasDerivAt_id' r).add_const ε
      have H := (((ha.log hs).fun_add
        ((hasDerivAt_const r ((n : ℝ) * ε)).fun_div ha hs)).const_mul δ).fun_sub
        ((hasDerivAt_id' r).const_mul (B / R))
      exact H.congr_deriv (by ring)) (I _ hgc)
  have split := intervalIntegral.integral_sub i1 i2
  rw [intervalIntegral.integral_const_mul] at split
  -- the logarithm outweighs the cost of the wall
  have g1 : Real.log R ≤ Real.log (R + ε) := Real.log_le_log hR (by linarith)
  have g2 : 0 ≤ n * ε / (R + ε) := by positivity
  have g3 : n * ε / ε = (n : ℝ) := by field_simp
  have g4 : B / R * R = B := by field_simp
  have g5 : δ * (B / δ + 1) = B + δ := by field_simp
  have g6 := mul_le_mul_of_nonneg_left (show B / δ + 1 ≤
    (Real.log (R + ε) + n * ε / (R + ε)) - (Real.log ε + n) by linarith) hδ.le
  simp only [zero_add, mul_zero, sub_zero, g3, g4] at ftc
  have total := mono.trans_eq split
  rw [ftc] at total
  linarith
```

## (f) The critical coupling

**Task.** In units $\hbar=m=1$, show that $\tfrac12T-gI\ge0$ for all trial functions exactly when $g\le(d-2)^2/8$.

**Solution.** If $g\le(d-2)^2/8$, then $I\ge0$ and (b) give $gI\le\frac{(d-2)^2}{8}I\le\tfrac12T$. If $g$ is larger, apply (e) with $K=2g$: some trial function has $T<2gI$, hence negative energy.

For a single particle in a hard-walled ball, restricted to radial states, the threshold does not depend on $R$; in three dimensions it is $g=\tfrac18$. The theorem concerns the sign of the energy, not the existence of a ground state.

```lean
/-- With attraction `-g/r^2`, the radial energy is nonnegative for all trial functions
exactly when `g ≤ (d-2)^2/8`. -/
theorem critical_coupling {d : ℕ} (hd : 3 ≤ d) {R : ℝ} (hR : 0 < R) (g : ℝ) :
    (∀ u u', IsRadialTrial R u u' →
      0 ≤ kinetic d R u' / 2 - g * inverseSquare d R u) ↔ g ≤ ((d : ℝ) - 2) ^ 2 / 8 := by
  constructor
  · intro h
    by_contra hg
    obtain ⟨u, u', hu, hlt⟩ := hardy_sharp hd hR
      (show ((d : ℝ) - 2) ^ 2 / 4 < 2 * g by linarith [not_le.mp hg])
    linarith [h u u' hu]
  · intro hg u u' hu
    have pos : 0 ≤ inverseSquare d R u :=
      intervalIntegral.integral_nonneg hR.le fun r hr =>
        mul_nonneg (pow_nonneg hr.1 _) (sq_nonneg _)
    linarith [radial_hardy hd hR.le hu, mul_le_mul_of_nonneg_right hg pos]

end

end RadialHardyHigherDim
```

```lean
#print axioms RadialHardyHigherDim.radial_hardy
#print axioms RadialHardyHigherDim.critical_coupling
```

```
'RadialHardyHigherDim.radial_hardy' depends on axioms: [propext, Classical.choice, Quot.sound]
'RadialHardyHigherDim.critical_coupling' depends on axioms: [propext, Classical.choice, Quot.sound]
```
